# Bloch oscillation in one semiclassical band: period $2\pi\hbar/(a|F|)$, spatial range equal to band width over $|F|$

An electron in the band $E(k)=-2J\cos(ak)$, with hopping energy $J$ and lattice constant $a$, that starts with quasimomentum $k=0$ under a constant force $F\neq 0$ has $k=Ft/\hbar$ at time $t$, and its position is $x(t)=x(0)+\frac{2J}{F}\bigl(1-\cos\frac{aFt}{\hbar}\bigr)$, so the steady push produces an oscillation. The file below proves the corresponding period and range for every differentiable periodic band in one dimension.

```lean
import Mathlib

open Real

namespace BlochOscillation

/-- The semiclassical equations of motion `ℏ k' = F` and `ℏ x' = E'(k)` for the quasimomentum `k`
and the position `x` of an electron in the band `E` under a constant force `F`. -/
structure IsOrbit (E : ℝ → ℝ) (ℏ F : ℝ) (k x : ℝ → ℝ) : Prop where
  diff_k : Differentiable ℝ k
  diff_x : Differentiable ℝ x
  force : ∀ t, ℏ * deriv k t = F
  velocity : ∀ t, ℏ * deriv x t = deriv E (k t)

variable {E k x : ℝ → ℝ} {ℏ F : ℝ}

/-- The quasimomentum grows linearly in time at the rate `F / ℏ`. -/
theorem quasimomentum (h : IsOrbit E ℏ F k x) (hh : ℏ ≠ 0) (t : ℝ) :
    k t = k 0 + F * t / ℏ := by
  -- `ℏ k - F t` has zero derivative
  have hd : ∀ s, HasDerivAt (fun s => ℏ * k s - F * s) 0 s := by
    intro s
    have h1 := (h.diff_k s).hasDerivAt.const_mul ℏ
    have h2 := (hasDerivAt_id' s).const_mul F
    exact (h1.fun_sub h2).congr_deriv (by linear_combination h.force s)
  have hc : ℏ * k t - F * t = ℏ * k 0 - F * 0 :=
    is_const_of_deriv_eq_zero (fun s => (hd s).differentiableAt) (fun s => (hd s).deriv) t 0
  field_simp
  linear_combination hc

/-- Under a nonzero force the quasimomentum passes through every real value. -/
theorem quasimomentum_surjective (h : IsOrbit E ℏ F k x) (hh : ℏ ≠ 0) (hF : F ≠ 0) :
    Function.Surjective k := by
  intro q
  refine ⟨ℏ * (q - k 0) / F, ?_⟩
  have e : F * (ℏ * (q - k 0) / F) / ℏ = q - k 0 := by field_simp
  rw [quasimomentum h hh, e]
  ring

/-- The band energy plus the potential energy `-F x` is conserved along the motion. -/
theorem energy_conservation (hE : Differentiable ℝ E) (h : IsOrbit E ℏ F k x) (t : ℝ) :
    E (k t) - F * x t = E (k 0) - F * x 0 := by
  have hd : ∀ s, HasDerivAt (fun s => E (k s) - F * x s) 0 s := by
    intro s
    have h1 : HasDerivAt (fun s => E (k s)) (deriv E (k s) * deriv k s) s :=
      (hE (k s)).hasDerivAt.comp s (h.diff_k s).hasDerivAt
    have h2 := (h.diff_x s).hasDerivAt.const_mul F
    -- the power gained from the force equals the change of band energy
    exact (h1.fun_sub h2).congr_deriv
      (by linear_combination (-deriv k s) * h.velocity s + deriv x s * h.force s)
  exact is_const_of_deriv_eq_zero (fun s => (hd s).differentiableAt) (fun s => (hd s).deriv) t 0

/-- Under a nonzero force, the position has period `T` in time exactly when the band has period `F T
/ ℏ` in quasimomentum. -/
theorem periodic_iff (hE : Differentiable ℝ E) (h : IsOrbit E ℏ F k x) (hh : ℏ ≠ 0)
    (hF : F ≠ 0) (T : ℝ) :
    Function.Periodic x T ↔ Function.Periodic E (F * T / ℏ) := by
  have hk : ∀ t, k (t + T) = k t + F * T / ℏ := by
    intro t
    rw [quasimomentum h hh (t + T), quasimomentum h hh t]
    ring
  have c1 : ∀ t, E (k t + F * T / ℏ) - F * x (t + T) = E (k 0) - F * x 0 := by
    intro t
    rw [← hk t]
    exact energy_conservation hE h (t + T)
  constructor
  · intro hx q
    obtain ⟨t, rfl⟩ := quasimomentum_surjective h hh hF q
    linear_combination c1 t - energy_conservation hE h t + F * hx t
  · intro hp t
    apply mul_left_cancel₀ hF
    linear_combination energy_conservation hE h t - c1 t + hp (k t)

/-- Under a nonzero force, if the band has lowest energy `eMin` and highest energy `eMax`, the
position has a least and a greatest value, and they differ by `(eMax - eMin) / |F|`. -/
theorem spatial_range (hE : Differentiable ℝ E) (h : IsOrbit E ℏ F k x) (hh : ℏ ≠ 0)
    (hF : F ≠ 0) {eMin eMax : ℝ} (hmin : IsLeast (Set.range E) eMin)
    (hmax : IsGreatest (Set.range E) eMax) :
    ∃ xMin xMax, IsLeast (Set.range x) xMin ∧ IsGreatest (Set.range x) xMax ∧
      xMax - xMin = (eMax - eMin) / |F| := by
  obtain ⟨⟨q₁, rfl⟩, hlow⟩ := hmin
  obtain ⟨⟨q₂, rfl⟩, hupp⟩ := hmax
  -- times at which the electron is at the bottom and at the top of the band
  obtain ⟨t₁, rfl⟩ := quasimomentum_surjective h hh hF q₁
  obtain ⟨t₂, rfl⟩ := quasimomentum_surjective h hh hF q₂
  have c := energy_conservation hE h
  have lo : ∀ t, E (k t₁) ≤ E (k t) := fun t => hlow (Set.mem_range_self (k t))
  have up : ∀ t, E (k t) ≤ E (k t₂) := fun t => hupp (Set.mem_range_self (k t))
  rcases lt_or_gt_of_ne hF with hneg | hpos
  · refine ⟨x t₂, x t₁, ⟨⟨t₂, rfl⟩, ?_⟩, ⟨⟨t₁, rfl⟩, ?_⟩, ?_⟩
    · rintro _ ⟨t, rfl⟩
      exact le_of_mul_le_mul_left (by linarith [c t, c t₂, up t]) (neg_pos.2 hneg)
    · rintro _ ⟨t, rfl⟩
      exact le_of_mul_le_mul_left (by linarith [c t, c t₁, lo t]) (neg_pos.2 hneg)
    · rw [abs_of_neg hneg, eq_div_iff (neg_ne_zero.2 hF)]
      linear_combination c t₁ - c t₂
  · refine ⟨x t₁, x t₂, ⟨⟨t₁, rfl⟩, ?_⟩, ⟨⟨t₂, rfl⟩, ?_⟩, ?_⟩
    · rintro _ ⟨t, rfl⟩
      exact le_of_mul_le_mul_left (by linarith [c t, c t₁, lo t]) hpos
    · rintro _ ⟨t, rfl⟩
      exact le_of_mul_le_mul_left (by linarith [c t, c t₂, up t]) hpos
    · rw [abs_of_pos hpos, eq_div_iff hF]
      linear_combination c t₁ - c t₂

/-- Bloch oscillation: in a band of period `2π/a` under a constant nonzero force, the position has
period `2πℏ/(a|F|)`, and its greatest and least values differ by the band width over `|F|`. -/
theorem bloch_oscillation {a : ℝ} (ha : 0 < a) (hh : 0 < ℏ) (hF : F ≠ 0)
    (hE : Differentiable ℝ E) (hper : Function.Periodic E (2 * π / a))
    (h : IsOrbit E ℏ F k x) :
    Function.Periodic x (2 * π * ℏ / (a * |F|)) ∧
    ∃ eMin eMax xMin xMax, IsLeast (Set.range E) eMin ∧ IsGreatest (Set.range E) eMax ∧
      IsLeast (Set.range x) xMin ∧ IsGreatest (Set.range x) xMax ∧
      xMax - xMin = (eMax - eMin) / |F| := by
  constructor
  · have hx : Function.Periodic x (2 * π * ℏ / (a * F)) := by
      rw [periodic_iff hE h hh.ne' hF]
      have e : F * (2 * π * ℏ / (a * F)) / ℏ = 2 * π / a := by field_simp
      rwa [e]
    rcases lt_or_gt_of_ne hF with hneg | hpos
    · rw [abs_of_neg hneg, mul_neg, div_neg]
      exact hx.neg
    · rwa [abs_of_pos hpos]
  · -- a continuous periodic band has a compact range, so its edges are attained
    have hc : IsCompact (Set.range E) :=
      hper.compact_of_continuous (by positivity) hE.continuous
    obtain ⟨eMin, hmin⟩ := hc.exists_isLeast (Set.range_nonempty E)
    obtain ⟨eMax, hmax⟩ := hc.exists_isGreatest (Set.range_nonempty E)
    obtain ⟨xMin, xMax, h1, h2, h3⟩ := spatial_range hE h hh.ne' hF hmin hmax
    exact ⟨eMin, eMax, xMin, xMax, hmin, hmax, h1, h2, h3⟩

/-- For every differentiable band and nonzero force, the displacement
`(E(k₀ + F t/ℏ) - E(k₀))/F` from any starting point solves the equations of motion. -/
theorem isOrbit_witness (hE : Differentiable ℝ E) (hh : ℏ ≠ 0) (hF : F ≠ 0) (k₀ x₀ : ℝ) :
    IsOrbit E ℏ F (fun t => k₀ + F * t / ℏ)
      (fun t => x₀ + (E (k₀ + F * t / ℏ) - E k₀) / F) := by
  have hk : ∀ t, HasDerivAt (fun s => k₀ + F * s / ℏ) (F / ℏ) t := by
    intro t
    have h1 := (((hasDerivAt_id' t).const_mul F).div_const ℏ).const_add k₀
    exact h1.congr_deriv (by ring)
  have hx : ∀ t, HasDerivAt (fun s => x₀ + (E (k₀ + F * s / ℏ) - E k₀) / F)
      (deriv E (k₀ + F * t / ℏ) * (F / ℏ) / F) t := by
    intro t
    have h1 : HasDerivAt (fun s => E (k₀ + F * s / ℏ))
        (deriv E (k₀ + F * t / ℏ) * (F / ℏ)) t :=
      (hE (k₀ + F * t / ℏ)).hasDerivAt.comp t (hk t)
    exact ((h1.sub_const (E k₀)).div_const F).const_add x₀
  refine ⟨fun t => (hk t).differentiableAt, fun t => (hx t).differentiableAt, ?_, ?_⟩
  · intro t
    rw [(hk t).deriv]
    field_simp
  · intro t
    rw [(hx t).deriv]
    field_simp

/-- In the tight-binding band `-2J cos(a k)` with `J ≥ 0` and `a ≠ 0`, under a nonzero force, the
greatest and least positions differ by `4J/|F|`. -/
theorem tight_binding_range {a J : ℝ} (ha : a ≠ 0) (hJ : 0 ≤ J) (hh : ℏ ≠ 0) (hF : F ≠ 0)
    (h : IsOrbit (fun q => -2 * J * cos (a * q)) ℏ F k x) :
    ∃ xMin xMax, IsLeast (Set.range x) xMin ∧ IsGreatest (Set.range x) xMax ∧
      xMax - xMin = 4 * J / |F| := by
  have hmin : IsLeast (Set.range fun q => -2 * J * cos (a * q)) (-2 * J) := by
    refine ⟨⟨0, by simp⟩, ?_⟩
    rintro _ ⟨q, rfl⟩
    nlinarith [mul_nonneg hJ (sub_nonneg.2 (cos_le_one (a * q)))]
  have hmax : IsGreatest (Set.range fun q => -2 * J * cos (a * q)) (2 * J) := by
    refine ⟨⟨π / a, ?_⟩, ?_⟩
    · have e : a * (π / a) = π := by field_simp
      change -2 * J * cos (a * (π / a)) = 2 * J
      rw [e, cos_pi]
      ring
    · rintro _ ⟨q, rfl⟩
      nlinarith [mul_nonneg hJ (sub_nonneg.2 (neg_one_le_cos (a * q)))]
  obtain ⟨xMin, xMax, h1, h2, h3⟩ := spatial_range (by fun_prop) h hh hF hmin hmax
  exact ⟨xMin, xMax, h1, h2, by rw [h3]; ring⟩

/-- Without a force the position changes at the constant rate `deriv E (k 0) / ℏ`. -/
theorem free_motion (h : IsOrbit E ℏ 0 k x) (hh : ℏ ≠ 0) (t : ℝ) :
    x t = x 0 + deriv E (k 0) * t / ℏ := by
  have hk : ∀ s, k s = k 0 := fun s => by simpa using quasimomentum h hh s
  -- the position obeys the same equation as a quasimomentum under the force `E'(k(0))`
  have h' : IsOrbit (fun _ => 0) ℏ (deriv E (k 0)) x (fun _ => 0) :=
    ⟨h.diff_x, differentiable_const 0, fun s => by rw [h.velocity s, hk s], fun s => by simp⟩
  exact quasimomentum h' hh t

end BlochOscillation
```

```lean
#print axioms BlochOscillation.bloch_oscillation
-- 'BlochOscillation.bloch_oscillation' depends on axioms: [propext, Classical.choice, Quot.sound]
#print axioms BlochOscillation.tight_binding_range
-- 'BlochOscillation.tight_binding_range' depends on axioms: [propext, Classical.choice, Quot.sound]
#print axioms BlochOscillation.free_motion
-- 'BlochOscillation.free_motion' depends on axioms: [propext, Classical.choice, Quot.sound]
```

## The equations of motion and the two conclusions

The structure `IsOrbit E ℏ F k x` says that $k$ and $x$ are differentiable functions of time and satisfy, for all real $t$,

$$\hbar k'(t)=F,\qquad \hbar x'(t)=E'(k(t)).$$

The first equation is the field `force`: the external force changes the quasimomentum. The second is `velocity`: the electron moves with the group velocity of its band. Here `E`, `k` and `x` are real functions, and `ℏ` and `F` are real numbers in any consistent units. Every theorem except `energy_conservation` assumes that $\hbar$ is not zero. The sign convention is that $F$ is the force itself, with potential energy $-Fx$. For an electron in an electric field, $F$ therefore already contains the negative charge.

The main theorem, `bloch_oscillation`, assumes $a>0$, $\hbar>0$, $F\neq 0$, a differentiable band with $E(q+2\pi/a)=E(q)$ for all $q$, and an orbit. It concludes that $x(t+T)=x(t)$ for

$$T=\frac{2\pi\hbar}{a|F|},$$

and that there are numbers $E_{\min},E_{\max},x_{\min},x_{\max}$ with

$$x_{\max}-x_{\min}=\frac{E_{\max}-E_{\min}}{|F|}.$$

`IsLeast (Set.range x) xMin` means that $x_{\min}$ is a lower bound of all positions and is itself reached at some time. `IsGreatest` is the analogous statement for the maximum, and the band edges are described in the same way. `Function.Periodic` means that the shift is a period, not that it is the smallest one. In a flat band, for instance, the electron stands still and every $T$ is a period.

The model has a single band and a uniform, constant force. Scattering, transitions to other bands and interactions between electrons are absent, and the semiclassical equations are assumed, not derived from the Schrödinger equation. For a non-interacting electron in this one-band limit, the formulas give a period and a range against which the mean position in a wave-packet simulation can be compared, provided the packet is narrow in quasimomentum. A packet that is broad in quasimomentum can have a much smaller range of mean position.

## Linear quasimomentum and conserved energy

Since $(\hbar k-Ft)'=\hbar k'-F=0$, the quantity $\hbar k-Ft$ keeps its initial value, and

$$k(t)=k(0)+\frac{Ft}{\hbar}.$$

This is `quasimomentum`. The Lean proof computes the same zero derivative and applies `is_const_of_deriv_eq_zero`. Given any $q$, the time $t=\hbar(q-k(0))/F$ yields $k(t)=q$. The electron thus visits every quasimomentum, which is `quasimomentum_surjective`.

The total energy is $E(k)-Fx$. If the band $E$ is differentiable, the chain rule and the two equations of motion give

$$\frac{d}{dt}\bigl[E(k)-Fx\bigr]=E'(k)\,k'-Fx'=\hbar x'k'-\hbar k'x'=0.$$

In `energy_conservation` the `linear_combination` step performs this cancellation, with the velocity equation multiplied by $-k'$ and the force equation by $x'$. For any two times $s$ and $t$ it follows that

$$F\,[x(t)-x(s)]=E(k(t))-E(k(s)).\tag{1}$$

Apart from the factor $1/F$ and a constant, the position is a copy of the band energy, traced out as $k$ moves at constant rate.

## Periodic in time because the band is periodic in $k$

The linear law gives $k(t+T)=k(t)+FT/\hbar$ for any real $T$. Equation (1) then becomes

$$F\,[x(t+T)-x(t)]=E\!\left(k(t)+\frac{FT}{\hbar}\right)-E(k(t)).$$

If $E$ has period $FT/\hbar$, the right side vanishes, and because $F\neq0$ the position has period $T$. Conversely, if $x$ has period $T$, the left side vanishes for all $t$. Since $k(t)$ takes every real value, $E$ has period $FT/\hbar$. These are the two directions of `periodic_iff`.

Setting $FT/\hbar=2\pi/a$ gives $T=2\pi\hbar/(aF)$. For $F<0$ this number is negative, but the negative of a period is also a period, which is the step `hx.neg`. Both signs therefore lead to $2\pi\hbar/(a|F|)$.

## Band edges become turning points

Let the band attain its minimum at $q_1$ and its maximum at $q_2$, and choose times with $k(t_1)=q_1$ and $k(t_2)=q_2$. Equation (1) gives, for every $t$,

$$F\,[x(t)-x(t_1)]=E(k(t))-E_{\min}\ge 0,\qquad F\,[x(t)-x(t_2)]=E(k(t))-E_{\max}\le 0.$$

For $F>0$, division by $F$ shows that $x(t_1)$ is the least position and $x(t_2)$ the greatest. For $F<0$ the inequalities reverse and the roles are exchanged. In either case (1), taken between $t_1$ and $t_2$, gives

$$F\,[x(t_2)-x(t_1)]=E_{\max}-E_{\min},$$

so the distance between the turning points is $(E_{\max}-E_{\min})/|F|$. The theorem `spatial_range` follows this argument, with one branch for each sign of $F$. It takes the existence of the band edges as a hypothesis and needs no periodicity.

In `bloch_oscillation` periodicity supplies the edges. All values of $E$ already occur on the closed interval $[0,2\pi/a]$. A differentiable function is continuous, so this set of values is compact, and it contains a least and a greatest element.

## The cosine band, with numbers

For $J\ge0$ the bounds $-1\le\cos\le1$ give $-2J\le-2J\cos(aq)\le2J$. The lower bound is reached at $q=0$ and the upper one at $q=\pi/a$. The band width is $4J$, and `tight_binding_range` states the resulting range $4J/|F|$.

Take $\hbar=a=J=1$ and $F=-\tfrac12$, with $k(0)=x(0)=0$. Then $k(t)=-t/2$, and (1) gives

$$x(t)=\frac{-2\cos(t/2)+2}{-1/2}=4\cos(t/2)-4.$$

The electron starts at its greatest position, $x=0$, at the bottom of the band. At $t=2\pi$ it has $k=-\pi$, the top of the band, and its least position, $x=-8$. It is back at $t=4\pi$. The formulas agree: $4J/|F|=8$ and $2\pi\hbar/(a|F|)=4\pi$.

## Existence of orbits, and motion without a force

For any differentiable band, any $F\neq0$ and $\hbar\neq0$, and any starting values $k_0$ and $x_0$, `isOrbit_witness` checks that

$$k(t)=k_0+\frac{Ft}{\hbar},\qquad x(t)=x_0+\frac{E(k(t))-E(k_0)}{F}$$

is an orbit. Indeed $k'=F/\hbar$, and the chain rule gives $x'=E'(k)\,(F/\hbar)/F=E'(k)/\hbar$. The theorems above therefore apply to actual motions from every initial condition.

When $F=0$ the quasimomentum stays at $k(0)$, so the velocity is constant and

$$x(t)=x(0)+\frac{E'(k(0))\,t}{\hbar}.$$

This is `free_motion`. If $E'(k(0))\neq0$, the electron travels arbitrarily far, which shows why the main theorem requires a force. The Lean proof applies `quasimomentum` a second time, with $x$ in the place of $k$ and $E'(k(0))$ in the place of the force. The theorem does not assume that $E$ is differentiable. If $E$ is differentiable at $k(0)$, the constant rate is the group velocity; if it is not, Lean's `deriv` is zero there and the formula says that $x$ is constant.
